# The harmonic zero-point energy of an electron held stably among fixed neighbours in a uniform background is at most (3/2) rs^(−3/2)

In atomic units, let an electron at x in three dimensions have the potential energy

U(x) = |x|²/(2 rs³) + Σ_j 1/|x − y_j|,

with finitely many fixed electrons at y_j ≠ x and a uniform positive background that holds one unit of charge per sphere of radius rs > 0. The Hessian of U at x has trace 3/rs³. If its eigenvalues are w₀², w₁², w₂² with all w_i ≥ 0, then

(w₀ + w₁ + w₂)/2 ≤ (3/2) rs^(−3/2),

with equality exactly when the three frequencies coincide. Where the force on the electron vanishes, the left side is its zero-point energy in the harmonic model with all other electrons frozen, a simple picture of localised electrons in a dilute electron gas.

In Lean 4 with Mathlib:

```lean
import Mathlib

open Matrix Topology

namespace WignerCrystal

noncomputable section
```

## The electron, its neighbours and the background

Positions are real triples, with components numbered 0, 1, 2.

```lean
/-- Positions and displacements in three-dimensional space. -/
abbrev Vec := Fin 3 → ℝ
```

The distance is the Euclidean one,

d(x, y) = √(Σ_i (x_i − y_i)²).

It is defined explicitly because Mathlib's built-in norm on such triples is the maximum norm. The finite type `ι` labels the neighbours and may be empty.

```lean
variable {ι : Type*} [Fintype ι]

/-- Euclidean distance between two positions. -/
def sep (x y : Vec) : ℝ := √(∑ i, (x i - y i) ^ 2)
```

Atomic units are used: ħ, the electron mass and the Coulomb constant times e² are 1. The quadratic term is postulated. It stands for the energy of an electron inside a uniform positive ball centred at the origin, with one unit of charge per sphere of radius rs and the additive constant left out. Neither neutrality nor a lattice is imposed.

```lean
/-- Potential energy of an electron at `x` in the uniform background and the field of fixed
electrons at `y j`, in atomic units, for `rs > 0` and `x` different from every `y j`. -/
def potential (rs : ℝ) (y : ι → Vec) (x : Vec) : ℝ :=
  (∑ i, x i ^ 2) / (2 * rs ^ 3) + ∑ j, 1 / sep x (y j)
```

Write d_j = d(x, y_j), and y_ji for component i of y_j. The candidate gradient is

g_i = x_i/rs³ − Σ_j (x_i − y_ji)/d_j³.

```lean
/-- Gradient formula for the potential, for `rs ≠ 0` and `x` different from every `y j`. -/
def gradient (rs : ℝ) (y : ι → Vec) (x : Vec) : Vec := fun i =>
  x i / rs ^ 3 - ∑ j, (x i - y j i) / sep x (y j) ^ 3
```

The candidate Hessian, with δ_ik the identity matrix, is

H_ik = δ_ik/rs³ + Σ_j [3(x_i − y_ji)(x_k − y_jk)/d_j⁵ − δ_ik/d_j³].

```lean
/-- Hessian formula for the potential, for `rs ≠ 0` and `x` different from every `y j`. -/
def hessian (rs : ℝ) (y : ι → Vec) (x : Vec) : Matrix (Fin 3) (Fin 3) ℝ :=
  Matrix.of fun i k => (1 : Matrix (Fin 3) (Fin 3) ℝ) i k / rs ^ 3 +
    ∑ j, (3 * (x i - y j i) * (x k - y j k) / sep x (y j) ^ 5 -
      (1 : Matrix (Fin 3) (Fin 3) ℝ) i k / sep x (y j) ^ 3)
```

These two are only formulas so far. What makes a matrix H the Hessian of U at x is stated separately: there is a field g such that, for every z near x and every direction v, U changes along v at the rate g(z)·v, and at x itself g changes along v at the rate Hv.

```lean
/-- `H` is the matrix of second derivatives of `U` at `x`: near `x` the function `U` has a
gradient field, whose directional derivatives at `x` are given by `H`. -/
def IsHessian (U : Vec → ℝ) (x : Vec) (H : Matrix (Fin 3) (Fin 3) ℝ) : Prop :=
  ∃ g : Vec → Vec,
    (∀ᶠ z in 𝓝 x, ∀ v : Vec, HasDerivAt (fun t : ℝ => U (z + t • v)) (g z ⬝ᵥ v) 0) ∧
    ∀ (v : Vec) (i : Fin 3), HasDerivAt (fun t : ℝ => g (x + t • v) i) ((H *ᵥ v) i) 0
```

## Differentiating along a line

If x ≠ y, some component of x − y is nonzero, so the sum of squares is positive and so is d. This permits the divisions below.

```lean
/-- Distinct positions have positive separation. -/
theorem sep_pos {x y : Vec} (h : x ≠ y) : 0 < sep x y := by
  obtain ⟨i, hi⟩ := Function.ne_iff.mp h
  have hd := sub_ne_zero.mpr hi
  exact Real.sqrt_pos.mpr (Finset.sum_pos' (fun _ _ => sq_nonneg _)
    ⟨i, Finset.mem_univ i, by positivity⟩)
```

Move along x + tv and differentiate at t = 0. Each coordinate gives

d/dt (x_i + t v_i) = v_i.

```lean
/-- Along a straight line each coordinate changes at the rate of the direction vector. -/
theorem hasDerivAt_coord (x v : Vec) (i : Fin 3) :
    HasDerivAt (fun t : ℝ => (x + t • v) i) (v i) 0 :=
  (((hasDerivAt_id' (0 : ℝ)).mul_const (v i)).const_add (x i)).congr_deriv (one_mul _)
```

The squared distance changes at the rate Σ_i 2(x_i − y_i)v_i. The chain rule for the square root divides this by 2d:

d/dt d(x + tv, y) = Σ_i (x_i − y_i)v_i / d(x, y).

In the proof, `hs` is the rate of the squared distance and `hq` applies the square root.

```lean
/-- For distinct positions, the rate of change of the separation as `x` moves with velocity `v` is
the component of `v` in the direction from `y` to `x`. -/
theorem hasDerivAt_sep {x y : Vec} (h : x ≠ y) (v : Vec) :
    HasDerivAt (fun t : ℝ => sep (x + t • v) y)
      ((∑ i, (x i - y i) * v i) / sep x y) 0 := by
  have h0 : x + (0 : ℝ) • v = x := by simp
  have hs : HasDerivAt (fun t : ℝ => ∑ i, ((x + t • v) i - y i) ^ 2)
      (∑ i, 2 * (x i - y i) * v i) 0 := by
    apply HasDerivAt.fun_sum
    intro i _
    exact (((hasDerivAt_coord x v i).sub_const (y i)).fun_pow 2).congr_deriv (by simp)
  have hq := hs.sqrt (by
    simp only [h0]
    exact (Real.sqrt_pos.mp (sep_pos h)).ne')
  refine hq.congr_deriv ?_
  simp only [h0]
  change (∑ i, 2 * (x i - y i) * v i) / (2 * sep x y) = _
  simp_rw [mul_assoc, ← Finset.mul_sum]
  exact mul_div_mul_left _ _ two_ne_zero
```

The background term contributes Σ_i x_i v_i/rs³. For each neighbour,

d/dt (1/d_j) = −(1/d_j²) Σ_i (x_i − y_ji)v_i/d_j = −Σ_i (x_i − y_ji)v_i/d_j³.

Adding these and collecting the factor of each v_i gives g·v. The two contributions are `h1` and `h2`, and `h3` exchanges the sums over neighbours and components.

```lean
/-- Away from the other electrons, `gradient` gives every directional derivative of the
potential. -/
theorem hasDerivAt_potential (rs : ℝ) {y : ι → Vec} {x : Vec} (hx : ∀ j, x ≠ y j) (v : Vec) :
    HasDerivAt (fun t : ℝ => potential rs y (x + t • v)) (gradient rs y x ⬝ᵥ v) 0 := by
  have h1 : HasDerivAt (fun t : ℝ => ∑ i, (x + t • v) i ^ 2) (∑ i, 2 * x i * v i) 0 := by
    apply HasDerivAt.fun_sum
    intro i _
    exact ((hasDerivAt_coord x v i).fun_pow 2).congr_deriv (by simp)
  have h2 : ∀ j, HasDerivAt (fun t : ℝ => 1 / sep (x + t • v) (y j))
      (-(∑ i, (x i - y j i) * v i) / sep x (y j) ^ 3) 0 := by
    intro j
    have hs := (sep_pos (hx j)).ne'
    have h := (hasDerivAt_const (0 : ℝ) (1 : ℝ)).fun_div (hasDerivAt_sep (hx j) v)
      (by simpa using hs)
    refine h.congr_deriv ?_
    simp only [zero_smul, add_zero, zero_mul, zero_sub, one_mul]
    field_simp
  refine ((h1.div_const (2 * rs ^ 3)).fun_add
    (HasDerivAt.fun_sum fun j _ => h2 j)).congr_deriv ?_
  -- collect the contributions of the three directions
  have h3 : ∑ j, -(∑ i, (x i - y j i) * v i) / sep x (y j) ^ 3 =
      -∑ i, (∑ j, (x i - y j i) / sep x (y j) ^ 3) * v i := by
    simp only [Fin.sum_univ_three, Finset.sum_mul, ← Finset.sum_add_distrib,
      ← Finset.sum_neg_distrib]
    exact Finset.sum_congr rfl fun j _ => by ring
  rw [h3]
  simp only [gradient, dotProduct, Fin.sum_univ_three]
  ring
```

Differentiating g_i once more, the quotient rule gives for each neighbour

d/dt [(x_i − y_ji)/d_j³] = v_i/d_j³ − 3(x_i − y_ji) Σ_k (x_k − y_jk)v_k / d_j⁵.

Subtract the sum of these over j from v_i/rs³ and write v_i = Σ_k δ_ik v_k. The result is Σ_k H_ik v_k. Here `h2` is the quotient rule and `hd` is the rewriting of v_i.

```lean
/-- Away from the other electrons, `hessian` gives every directional derivative of the
gradient. -/
theorem hasDerivAt_gradient (rs : ℝ) {y : ι → Vec} {x : Vec} (hx : ∀ j, x ≠ y j)
    (v : Vec) (i : Fin 3) :
    HasDerivAt (fun t : ℝ => gradient rs y (x + t • v) i) ((hessian rs y x *ᵥ v) i) 0 := by
  have h2 : ∀ j, HasDerivAt (fun t : ℝ => ((x + t • v) i - y j i) / sep (x + t • v) (y j) ^ 3)
      (v i / sep x (y j) ^ 3 -
        3 * (x i - y j i) * (∑ k, (x k - y j k) * v k) / sep x (y j) ^ 5) 0 := by
    intro j
    have hs := (sep_pos (hx j)).ne'
    have h := ((hasDerivAt_coord x v i).sub_const (y j i)).fun_div
      ((hasDerivAt_sep (hx j) v).fun_pow 3) (by simpa using hs)
    refine h.congr_deriv ?_
    simp only [zero_smul, add_zero, Nat.cast_ofNat, Nat.reduceSub]
    field_simp
  refine (((hasDerivAt_coord x v i).div_const (rs ^ 3)).fun_sub
    (HasDerivAt.fun_sum fun j _ => h2 j)).congr_deriv ?_
  have hd : v i = ∑ k, (1 : Matrix (Fin 3) (Fin 3) ℝ) i k * v k := by
    simp [Matrix.one_apply]
  simp only [Matrix.mulVec, dotProduct, hessian, Matrix.of_apply, add_mul,
    Finset.sum_add_distrib, Finset.sum_mul]
  rw [Finset.sum_comm, sub_eq_add_neg, ← Finset.sum_neg_distrib]
  congr 1
  · rw [hd]
    simp only [Fin.sum_univ_three]
    ring
  · refine Finset.sum_congr rfl fun j _ => ?_
    rw [hd]
    simp only [Fin.sum_univ_three]
    ring
```

## Only the background contributes to the trace

Exchanging i and k leaves H unchanged. A real symmetric matrix has real eigenvalues, and Mathlib obtains them from this proof of symmetry.

```lean
/-- The Hessian is a symmetric matrix. -/
theorem hessian_isHermitian (rs : ℝ) (y : ι → Vec) (x : Vec) :
    (hessian rs y x).IsHermitian := by
  refine Matrix.IsHermitian.ext fun i k => ?_
  have hd : (1 : Matrix (Fin 3) (Fin 3) ℝ) k i = (1 : Matrix (Fin 3) (Fin 3) ℝ) i k := by
    simp [Matrix.one_apply, eq_comm]
  simp only [star_trivial, hessian, Matrix.of_apply, hd]
  congr 1
  exact Finset.sum_congr rfl fun j _ => by ring
```

Each Coulomb term is traceless away from its source:

Σ_i [3(x_i − y_ji)²/d_j⁵ − 1/d_j³] = 3d_j²/d_j⁵ − 3/d_j³ = 0.

What remains is Σ_i 1/rs³ = 3/rs³.

The theorem also certifies that H consists of true second derivatives. Since there are finitely many neighbours, all points close enough to x avoid them too, so the gradient formula holds in a whole neighbourhood; this is `hn` in the proof. The cancellation is the inner statement `h`.

```lean
/-- Away from the other electrons the potential has Hessian `hessian rs y x`, and its trace
is `3 / rs ^ 3`. -/
theorem hessian_trace (rs : ℝ) {y : ι → Vec} {x : Vec} (hx : ∀ j, x ≠ y j) :
    IsHessian (potential rs y) x (hessian rs y x) ∧
      (hessian rs y x).trace = 3 / rs ^ 3 := by
  constructor
  · refine ⟨gradient rs y, ?_, hasDerivAt_gradient rs hx⟩
    have hn : ∀ᶠ z in 𝓝 x, ∀ j, z ≠ y j :=
      Filter.eventually_all.2 fun j => isOpen_ne.eventually_mem (hx j)
    exact hn.mono fun z hz v => hasDerivAt_potential rs hz v
  · -- each Coulomb term is traceless
    have h : ∀ j, ∑ i, (3 * (x i - y j i) * (x i - y j i) / sep x (y j) ^ 5 -
        1 / sep x (y j) ^ 3) = 0 := by
      intro j
      have hs := (sep_pos (hx j)).ne'
      have hq : sep x (y j) ^ 2 = ∑ i, (x i - y j i) ^ 2 :=
        Real.sq_sqrt (Finset.sum_nonneg fun _ _ => sq_nonneg _)
      have e : ∑ i, (3 * (x i - y j i) * (x i - y j i) / sep x (y j) ^ 5 -
          1 / sep x (y j) ^ 3) =
          3 * (∑ i, (x i - y j i) ^ 2) / sep x (y j) ^ 5 - 3 / sep x (y j) ^ 3 := by
        simp only [Fin.sum_univ_three]
        ring
      rw [e, ← hq, sub_eq_zero]
      field_simp
    simp only [Matrix.trace, Matrix.diag_apply, hessian, Matrix.of_apply,
      Matrix.one_apply_eq, Finset.sum_add_distrib]
    rw [Finset.sum_comm]
    simp only [h]
    simp [div_eq_mul_inv]
```

## From the trace to the zero-point energy

Put c = rs^(−3/2), so that c > 0 and c² = 1/rs³. The trace is the sum of the eigenvalues, hence

w₀² + w₁² + w₂² = 3c².

Expanding the squared deviations from c gives

Σ_i (w_i − c)² = 3c² − 2c Σ_i w_i + 3c² = 2c(3c − Σ_i w_i).

The left side is nonnegative, so Σ_i w_i ≤ 3c, and halving gives the bound. If equality holds, every square vanishes and every w_i equals c. Conversely, if the frequencies coincide, then 3w₀² = 3c², and w₀ ≥ 0 forces w₀ = c.

In the theorem, `hr` says that rs > 0, `hx` keeps x away from the neighbours, `hw0` says that the frequencies are nonnegative, and `hw` says that their squares are the eigenvalues, which rules out negative curvature. The energy enters as half the sum of the frequencies; no Schrödinger equation is solved. Nor is x required to be an equilibrium point, although the reading as a vibration about x needs a vanishing gradient there. Collective lattice vibrations and infinitely many neighbours are not covered.

The proof records the sum rule as `hs` and the expanded square as `key`; the last three bullets are the bound and the two directions of the equality criterion.

```lean
/-- If the eigenvalues of the Hessian are the squares of frequencies `w i ≥ 0`, half the sum of the
frequencies is at most `(3/2) rs^(-3/2)`, with equality exactly when the frequencies coincide. -/
theorem zero_point_le {rs : ℝ} (hr : 0 < rs) {y : ι → Vec} {x : Vec} (hx : ∀ j, x ≠ y j)
    {w : Fin 3 → ℝ} (hw0 : ∀ i, 0 ≤ w i)
    (hw : ∀ i, w i ^ 2 = (hessian_isHermitian rs y x).eigenvalues i) :
    IsHessian (potential rs y) x (hessian rs y x) ∧
      (∑ i, w i) / 2 ≤ 3 / 2 * rs ^ (-(3 / 2) : ℝ) ∧
      ((∑ i, w i) / 2 = 3 / 2 * rs ^ (-(3 / 2) : ℝ) ↔ ∀ i k, w i = w k) := by
  obtain ⟨hH, htr⟩ := hessian_trace rs hx
  have hsum : (hessian rs y x).trace = ∑ i, (hessian_isHermitian rs y x).eigenvalues i := by
    simpa using (hessian_isHermitian rs y x).trace_eq_sum_eigenvalues
  have hc2 : (rs ^ (-(3 / 2) : ℝ)) ^ 2 = 1 / rs ^ 3 := by
    rw [← Real.rpow_natCast (rs ^ (-(3 / 2) : ℝ)) 2, ← Real.rpow_mul hr.le,
      show (-(3 / 2) : ℝ) * ((2 : ℕ) : ℝ) = -((3 : ℕ) : ℝ) by norm_num,
      Real.rpow_neg hr.le, Real.rpow_natCast, one_div]
  have hc : 0 < rs ^ (-(3 / 2) : ℝ) := Real.rpow_pos_of_pos hr _
  generalize rs ^ (-(3 / 2) : ℝ) = c at hc hc2 ⊢
  have hs : w 0 ^ 2 + w 1 ^ 2 + w 2 ^ 2 = 3 * c ^ 2 := by
    rw [hc2, hw, hw, hw, ← Fin.sum_univ_three, ← hsum, htr]
    ring
  -- `2 * c` times the deficit is a sum of squares
  have key : 2 * c * (3 * c - (w 0 + w 1 + w 2)) =
      (w 0 - c) ^ 2 + (w 1 - c) ^ 2 + (w 2 - c) ^ 2 := by
    linear_combination -hs
  rw [Fin.sum_univ_three]
  refine ⟨hH, ?_, ?_, ?_⟩
  · have hn : 0 ≤ 2 * c * (3 * c - (w 0 + w 1 + w 2)) := by
      rw [key]
      positivity
    have := (mul_nonneg_iff_of_pos_left (by positivity : 0 < 2 * c)).mp hn
    linarith
  · intro he
    have hz : (w 0 - c) ^ 2 + (w 1 - c) ^ 2 + (w 2 - c) ^ 2 = 0 := by
      rw [← key, show 3 * c - (w 0 + w 1 + w 2) = 0 by linarith, mul_zero]
    have a0 : w 0 - c = 0 := pow_eq_zero_iff two_ne_zero |>.mp (by nlinarith [sq_nonneg (w 0 - c), sq_nonneg (w 1 - c), sq_nonneg (w 2 - c)])
    have a1 : w 1 - c = 0 := pow_eq_zero_iff two_ne_zero |>.mp (by nlinarith [sq_nonneg (w 0 - c), sq_nonneg (w 1 - c), sq_nonneg (w 2 - c)])
    have a2 : w 2 - c = 0 := pow_eq_zero_iff two_ne_zero |>.mp (by nlinarith [sq_nonneg (w 0 - c), sq_nonneg (w 1 - c), sq_nonneg (w 2 - c)])
    have hall : ∀ i, w i = c :=
      Fin.forall_fin_succ.2 ⟨by linarith, Fin.forall_fin_two.2
        ⟨sub_eq_zero.mp a1, sub_eq_zero.mp a2⟩⟩
    intro i k
    rw [hall i, hall k]
  · intro he
    rw [he 1 0, he 2 0] at hs ⊢
    have : w 0 = c := (sq_eq_sq₀ (hw0 0) hc.le).mp (by linarith)
    rw [this]
    ring
```

The bound can fail if negative eigenvalues are admitted and only the real frequencies are counted. Take rs = 1, x = (4, 0, 0) and a single neighbour at (7/2, 0, 0). The distance is 1/2 and the gradient vanishes, since 4 − (1/2)/(1/8) = 0. The eigenvalues are 1 + 16 = 17 along the axis and 1 − 8 = −7 twice across it. Their sum is still 3, but the one real frequency contributes √17/2 ≈ 2.06, more than 3/2. The point is a saddle, not a site where the electron is held.

## Six octahedral neighbours attain the bound

Place neighbours at ±a along each coordinate axis, with a > 0.

```lean
/-- Six positions at distance `a` from the origin along the coordinate axes, for `a > 0`. -/
def octahedron (a : ℝ) : Fin 6 → Vec :=
  ![![a, 0, 0], ![-a, 0, 0], ![0, a, 0], ![0, -a, 0], ![0, 0, a], ![0, 0, -a]]
```

At the centre every d_j equals a. Two of the six neighbours lie on axis i, so the Coulomb part of a diagonal entry is

3 · 2a²/a⁵ − 6/a³ = 0.

Each neighbour has only one nonzero coordinate, so the off-diagonal products vanish as well. Therefore H_ik = δ_ik/rs³, whatever the value of a. The forces from opposite neighbours cancel and the background exerts none at the origin, so the centre is also an equilibrium point. The proof first establishes the common distance as `hsep`, then checks the nine entries one by one.

```lean
/-- Six octahedral neighbours leave the centre free, and the Hessian there is `1 / rs ^ 3`
times the identity. -/
theorem octahedron_hessian (rs : ℝ) {a : ℝ} (ha : 0 < a) :
    (∀ j, (0 : Vec) ≠ octahedron a j) ∧
      hessian rs (octahedron a) 0 = (1 / rs ^ 3) • (1 : Matrix (Fin 3) (Fin 3) ℝ) := by
  have hsep : ∀ j, sep 0 (octahedron a j) = a := by
    intro j
    have h : ∑ i, ((0 : Vec) i - octahedron a j i) ^ 2 = a ^ 2 := by
      fin_cases j <;> simp [octahedron, Fin.sum_univ_three]
    rw [sep, h, Real.sqrt_sq ha.le]
  constructor
  · intro j h
    have h1 := hsep j
    rw [← h] at h1
    simp [sep] at h1
    linarith
  · ext i k
    simp only [hessian, Matrix.of_apply, hsep]
    fin_cases i <;> fin_cases k <;> simp [octahedron, Fin.sum_univ_six] <;> field_simp <;> ring
```

If u is a nonzero eigenvector with eigenvalue λ, then λu = Hu = u/rs³, so λ = 1/rs³. All three w_i² therefore agree, and so do the nonnegative w_i. The equality criterion gives

(w₀ + w₁ + w₂)/2 = (3/2) rs^(−3/2).

The eigenvector argument is `key`, stated for any multiple of the identity; `h3` is the equality criterion from `zero_point_le`.

```lean
/-- At the centre of six octahedral neighbours half the sum of the frequencies equals `(3/2)
rs^(-3/2)`. -/
theorem octahedron_zero_point {rs a : ℝ} (hr : 0 < rs) (ha : 0 < a)
    {w : Fin 3 → ℝ} (hw0 : ∀ i, 0 ≤ w i)
    (hw : ∀ i, w i ^ 2 = (hessian_isHermitian rs (octahedron a) 0).eigenvalues i) :
    IsHessian (potential rs (octahedron a)) 0 (hessian rs (octahedron a) 0) ∧
      (∑ i, w i) / 2 = 3 / 2 * rs ^ (-(3 / 2) : ℝ) := by
  obtain ⟨hx, hH⟩ := octahedron_hessian rs ha
  -- a multiple of the identity has a single eigenvalue
  have key : ∀ (A : Matrix (Fin 3) (Fin 3) ℝ) (hA : A.IsHermitian) (c : ℝ),
      A = c • (1 : Matrix (Fin 3) (Fin 3) ℝ) → ∀ i, hA.eigenvalues i = c := by
    intro A hA c h i
    have e := hA.mulVec_eigenvectorBasis i
    have hv : (hA.eigenvectorBasis i).ofLp ≠ 0 := by
      intro h0
      exact hA.eigenvectorBasis.orthonormal.ne_zero i (by ext k; exact congrFun h0 k)
    have e2 : A *ᵥ (hA.eigenvectorBasis i).ofLp = c • (hA.eigenvectorBasis i).ofLp := by
      generalize (hA.eigenvectorBasis i).ofLp = u
      rw [h, Matrix.smul_mulVec, Matrix.one_mulVec]
    exact smul_left_injective ℝ hv (e.symm.trans e2)
  obtain ⟨h1, -, h3⟩ := zero_point_le hr hx hw0 hw
  refine ⟨h1, h3.mpr fun i k => (sq_eq_sq₀ (hw0 i) (hw0 k)).mp ?_⟩
  rw [hw, hw, key _ _ _ hH, key _ _ _ hH]

end

end WignerCrystal
```

```lean
#print axioms WignerCrystal.octahedron_zero_point
```

```
'WignerCrystal.octahedron_zero_point' depends on axioms: [propext, Classical.choice, Quot.sound]
```
